# In a finite basis, the Liu–Peng two-component Hamiltonian keeps the energies of the Dirac solutions it is built from

A Dirac calculation on a heavy atom or molecule gives the electronic states together with states of negative energy, where the energy includes the electron's rest energy. For chemistry one would rather have a Hamiltonian of half the size, acting on the large component alone and giving the same electronic energies. The small component still contributes to the norm, however, so eliminating it changes the overlap matrix. The question is whether a renormalization can bring back the original overlap without changing the energies.

Let N basis functions describe the large component and N the small one, with coefficient vectors a and b. The one-electron equation at energy e is

h [a; b] = e diag(S, M) [a; b],

where h is Hermitian and S and M are the overlap matrices of the two bases. Put N solutions into the columns of [A; B] and their energies into the diagonal matrix ε:

h [A; B] = diag(S, M) [A; B] ε.

Assume that A is invertible: the large components of the chosen solutions are linearly independent. Then X = BA⁻¹ gives the small component of each chosen solution from its large one. In Lean, `n` is the finite set of basis labels, and N is its size.

```lean
import Mathlib

open Matrix
open scoped ComplexOrder MatrixOrder

namespace LiuPengTwoComponent

noncomputable section

variable {n : Type*} [Fintype n] [DecidableEq n]
```

## The Hamiltonian and overlap seen by the large component

Write T = [1; X], so that a large component a is completed to

T a = [a; X a].

```lean
/-- The column `[1; X]`, which attaches to a large component `a` the small component `X a`. -/
def diracLift (X : Matrix n n ℂ) : Matrix (n ⊕ n) n ℂ := fromRows 1 X
```

The four-component overlap is diag(S, M). The name `metric` refers to this overlap matrix, not to a spacetime metric.

```lean
/-- The four-component metric `diag(S, M)`. -/
def metric (S M : Matrix n n ℂ) : Matrix (n ⊕ n) (n ⊕ n) ℂ := fromBlocks S 0 0 M
```

The squared norm of T a is

a†S a + (X a)†M (X a) = a†(S + X†M X) a,

so the large component acquires the overlap S̃ = S + X†M X. Lean writes † as `ᴴ` and abbreviates S̃ to `St`.

```lean
/-- The relativistic metric `S + X† M X` of the large component. -/
def relMetric (S M X : Matrix n n ℂ) : Matrix n n ℂ := S + Xᴴ * M * X
```

In the same way (T a)†h (T a) = a†L a, with

L = T†h T.

The name `nesc` stands for the normalized elimination of the small component, whose equation L a = e S̃ a contains the overlap S̃. The docstring calls L unnormalized because it has not yet been renormalized to the overlap S.

```lean
/-- The unnormalized two-component Hamiltonian `L = [1, X†] h [1; X]`. -/
def nesc (h : Matrix (n ⊕ n) (n ⊕ n) ℂ) (X : Matrix n n ℂ) : Matrix n n ℂ :=
  (diracLift X)ᴴ * h * diracLift X
```

To return to S, set Q = S^(1/2), W = Q⁻¹S̃Q⁻¹ and K = W^(1/2). The Liu–Peng matrix is

R = Q⁻¹K⁻¹Q.

`CFC.sqrt` is the positive square root supplied by the functional calculus, not an entrywise root.

```lean
/-- The Liu-Peng renormalization `S^(-1/2) (S^(-1/2) St S^(-1/2))^(-1/2) S^(1/2)`,
for positive definite `S` and `St`. -/
def liuPengR (S St : Matrix n n ℂ) : Matrix n n ℂ :=
  (CFC.sqrt S)⁻¹ * (CFC.sqrt ((CFC.sqrt S)⁻¹ * St * (CFC.sqrt S)⁻¹))⁻¹ * CFC.sqrt S
```

Substituting a = R c in a†L a gives the Hamiltonian for the new coefficients c:

c†(R†L R) c.

```lean
/-- The renormalized two-component Hamiltonian `R† L R`, for positive definite `S` and
`S + X† M X`. -/
def x2cHamiltonian (h : Matrix (n ⊕ n) (n ⊕ n) ℂ) (S M X : Matrix n n ℂ) : Matrix n n ℂ :=
  (liuPengR S (relMetric S M X))ᴴ * nesc h X * liuPengR S (relMetric S M X)
```

## Restoring the overlap S

An invertible matrix P can be cancelled: if P x = P y, multiplication by P⁻¹ gives x = y.

```lean
/-- An invertible matrix can be cancelled from an equation between vectors. -/
theorem mulVec_cancel {P : Matrix n n ℂ} (hP : IsUnit P.det) {x y : n → ℂ}
    (h : P *ᵥ x = P *ᵥ y) : x = y := by
  have h' := congrArg (fun v => P⁻¹ *ᵥ v) h
  simpa only [Matrix.mulVec_mulVec, Matrix.nonsing_inv_mul P hP, Matrix.one_mulVec] using h'
```

If P is positive definite, its positive root is Hermitian and squares to P. It is also invertible, because

det(P^(1/2))² = det P > 0.

```lean
/-- The square root of a positive definite matrix is Hermitian, squares to the matrix
and is invertible. -/
theorem sqrt_spec {P : Matrix n n ℂ} (hP : P.PosDef) :
    (CFC.sqrt P)ᴴ = CFC.sqrt P ∧ CFC.sqrt P * CFC.sqrt P = P ∧ IsUnit (CFC.sqrt P).det := by
  have hs : CFC.sqrt P * CFC.sqrt P = P :=
    CFC.sqrt_mul_sqrt_self P (Matrix.nonneg_iff_posSemidef.mpr hP.posSemidef)
  refine ⟨(Matrix.nonneg_iff_posSemidef.mp (CFC.sqrt_nonneg P)).isHermitian, hs, ?_⟩
  rw [isUnit_iff_ne_zero]
  intro h0
  have hd := congrArg Matrix.det hs
  rw [Matrix.det_mul, h0, zero_mul] at hd
  exact hP.det_pos.ne' hd.symm
```

Let S and S̃ be positive definite. For v ≠ 0,

v†W v = (Q⁻¹v)†S̃(Q⁻¹v) > 0,

so K exists and is invertible. Since Q and K are Hermitian, R† = QK⁻¹Q⁻¹, and

R†S̃R = QK⁻¹(Q⁻¹S̃Q⁻¹)K⁻¹Q
= QK⁻¹(KK)K⁻¹Q
= QQ = S.

Taking determinants, det(R†S̃) det R = det S ≠ 0, so R is invertible.

```lean
/-- For positive definite `S` and `St`, the Liu-Peng matrix is invertible and carries the
metric `St` into `S`. -/
theorem liuPengR_spec {S St : Matrix n n ℂ} (hS : S.PosDef) (hSt : St.PosDef) :
    IsUnit (liuPengR S St).det ∧ (liuPengR S St)ᴴ * St * liuPengR S St = S := by
  obtain ⟨hQ, hQQ, hQu⟩ := sqrt_spec hS
  have hQi : ((CFC.sqrt S)⁻¹)ᴴ = (CFC.sqrt S)⁻¹ := by
    rw [Matrix.conjTranspose_nonsing_inv, hQ]
  -- the symmetrically orthogonalized metric is again positive definite
  have hW : ((CFC.sqrt S)⁻¹ * St * (CFC.sqrt S)⁻¹).PosDef := by
    have hinj : Function.Injective ((CFC.sqrt S)⁻¹).mulVec := fun x y hxy =>
      mulVec_cancel (Matrix.isUnit_nonsing_inv_det _ hQu) hxy
    have h1 := hSt.conjTranspose_mul_mul_same hinj
    rwa [hQi] at h1
  obtain ⟨hK, hKK, hKu⟩ := sqrt_spec hW
  have key : (liuPengR S St)ᴴ * St * liuPengR S St = S := by
    unfold liuPengR
    generalize CFC.sqrt ((CFC.sqrt S)⁻¹ * St * (CFC.sqrt S)⁻¹) = K at hK hKK hKu ⊢
    generalize CFC.sqrt S = Q at hQ hQQ hQi hKK ⊢
    have hKi : (K⁻¹)ᴴ = K⁻¹ := by rw [Matrix.conjTranspose_nonsing_inv, hK]
    rw [Matrix.conjTranspose_mul, Matrix.conjTranspose_mul, hKi, hQi, hQ]
    calc Q * (K⁻¹ * Q⁻¹) * St * (Q⁻¹ * K⁻¹ * Q)
        = Q * K⁻¹ * (Q⁻¹ * St * Q⁻¹) * K⁻¹ * Q := by simp only [Matrix.mul_assoc]
      _ = Q * (K⁻¹ * K) * (K * K⁻¹) * Q := by rw [← hKK]; simp only [Matrix.mul_assoc]
      _ = S := by
        rw [Matrix.nonsing_inv_mul K hKu, Matrix.mul_nonsing_inv K hKu, Matrix.mul_one,
          Matrix.mul_one, hQQ]
  refine ⟨?_, key⟩
  rw [isUnit_iff_ne_zero]
  intro h0
  have hd := congrArg Matrix.det key
  rw [Matrix.det_mul, h0, mul_zero] at hd
  exact hS.det_pos.ne' hd.symm
```

The two `generalize` steps replace the roots by the letters K and Q, and the `calc` block is then the displayed chain.

S̃ is positive definite even if M is only positive semidefinite, since for v ≠ 0

v†S̃v = v†S v + (X v)†M(X v) > 0.

```lean
omit [DecidableEq n] in
/-- The relativistic metric is positive definite if `S` is positive definite and `M` is
positive semidefinite. -/
theorem relMetric_posDef {S M : Matrix n n ℂ} (hS : S.PosDef) (hM : M.PosSemidef)
    (X : Matrix n n ℂ) : (relMetric S M X).PosDef :=
  hS.add_posSemidef (hM.conjTranspose_mul_mul_same X)
```

## Projecting the Dirac equation

Block multiplication gives

T†diag(S, M) T = [1, X†][S; M X] = S + X†M X = S̃.

```lean
/-- The relativistic metric is the four-component metric seen by the vectors `[a; X a]`. -/
theorem lift_metric (S M X : Matrix n n ℂ) :
    (diracLift X)ᴴ * metric S M * diracLift X = relMetric S M X := by
  simp [diracLift, metric, relMetric, conjTranspose_fromRows_eq_fromCols_conjTranspose,
    fromCols_mul_fromBlocks, fromCols_mul_fromRows]
```

Since T A = [A; B], also T = [A; B]A⁻¹. Hence

h T = h [A; B]A⁻¹
= diag(S, M) [A; B] ε A⁻¹
= diag(S, M) T (AεA⁻¹).

The lemma allows any matrix `E` in place of ε.

```lean
/-- If `[A; B]` solves the four-component equation and `A` is invertible, then with
`X = B A⁻¹` the Hamiltonian maps the space of vectors `[a; X a]` into its image under the
metric, and there it acts as `A E A⁻¹`. -/
theorem invariant_subspace {h : Matrix (n ⊕ n) (n ⊕ n) ℂ} {S M A B E : Matrix n n ℂ}
    (hA : IsUnit A.det) (hD : h * fromRows A B = metric S M * fromRows A B * E) :
    h * diracLift (B * A⁻¹) = metric S M * diracLift (B * A⁻¹) * (A * E * A⁻¹) := by
  have hT : diracLift (B * A⁻¹) = fromRows A B * A⁻¹ := by
    rw [diracLift, fromRows_mul, Matrix.mul_nonsing_inv A hA]
  have hTA : diracLift (B * A⁻¹) * A = fromRows A B := by
    rw [hT, Matrix.mul_assoc, Matrix.nonsing_inv_mul A hA, Matrix.mul_one]
  calc h * diracLift (B * A⁻¹) = h * fromRows A B * A⁻¹ := by rw [hT, Matrix.mul_assoc]
    _ = metric S M * (diracLift (B * A⁻¹) * A) * E * A⁻¹ := by rw [hD, hTA]
    _ = _ := by simp only [Matrix.mul_assoc]
```

Multiply by T† on the left and by A on the right:

L A = S̃Aε.

With C = R⁻¹A, so that A = R C, this becomes

R†L R C = R†L A = R†S̃R C ε = S C ε.

The Hamiltonian is Hermitian because h is:

(R†T†h T R)† = R†T†h T R.

The theorem takes h Hermitian (`hh`), S positive definite (`hS`), M positive semidefinite (`hM`), A invertible (`hA`) and the four-component equation (`hD`). The energies are real numbers, entered as complex ones on the diagonal. The four conclusions are that R†L R is Hermitian, that R is invertible, that R†S̃R = S, and that the two-component equation holds for C.

```lean
/-- Let `h` be Hermitian, `S` positive definite, `M` positive semidefinite, and let `[A; B]`
with `A` invertible solve the four-component equation with energies `ε`. Then the Liu-Peng
Hamiltonian is Hermitian, `R` is invertible and restores the metric `S`, and `C = R⁻¹ A`
solves the two-component equation with the same energies. -/
theorem liuPeng_two_component {h : Matrix (n ⊕ n) (n ⊕ n) ℂ} {S M A B : Matrix n n ℂ}
    {ε : n → ℝ} (hh : h.IsHermitian) (hS : S.PosDef) (hM : M.PosSemidef) (hA : IsUnit A.det)
    (hD : h * fromRows A B = metric S M * fromRows A B * diagonal (fun i => (ε i : ℂ))) :
    let X := B * A⁻¹
    let R := liuPengR S (relMetric S M X)
    let C := R⁻¹ * A
    (x2cHamiltonian h S M X).IsHermitian ∧ IsUnit R.det ∧ Rᴴ * relMetric S M X * R = S ∧
      x2cHamiltonian h S M X * C = S * C * diagonal (fun i => (ε i : ℂ)) := by
  intro X R C
  obtain ⟨hu, hR⟩ := liuPengR_spec hS (relMetric_posDef hS hM X)
  refine ⟨?_, hu, hR, ?_⟩
  · simp only [Matrix.IsHermitian, x2cHamiltonian, nesc, Matrix.conjTranspose_mul,
      Matrix.conjTranspose_conjTranspose, hh.eq, Matrix.mul_assoc]
  · have hRC : R * C = A := by
      change R * (R⁻¹ * A) = A
      rw [← Matrix.mul_assoc, Matrix.mul_nonsing_inv R hu, Matrix.one_mul]
    -- projection of the Dirac equation: L A = St A ε
    have hN : nesc h X * A = relMetric S M X * A * diagonal (fun i => (ε i : ℂ)) := by
      rw [nesc, Matrix.mul_assoc _ h, invariant_subspace hA hD, ← lift_metric]
      simp only [Matrix.mul_assoc, Matrix.nonsing_inv_mul A hA, Matrix.mul_one, X]
    calc x2cHamiltonian h S M X * C = Rᴴ * (nesc h X * (R * C)) := by
          simp only [x2cHamiltonian, Matrix.mul_assoc, R]
      _ = Rᴴ * (relMetric S M X * (R * C) * diagonal (fun i => (ε i : ℂ))) := by rw [hRC, hN]
      _ = (Rᴴ * relMetric S M X * R) * C * diagonal (fun i => (ε i : ℂ)) := by
          simp only [Matrix.mul_assoc]
      _ = S * C * diagonal (fun i => (ε i : ℂ)) := by rw [hR]
```

In the proof, `hN` is the projected equation L A = S̃Aε and `hRC` is R C = A. The columns of [A; B] need not be normalized or mutually orthogonal.

## No spurious two-component solutions

Let c be any vector, e any complex number, and ψ = T R c = [R c; X R c]. The claim is

R†L R c = e S c if and only if h ψ = e diag(S, M) ψ.

From right to left, multiply by R†T† and use

R†T†h ψ = R†L R c,
R†T†diag(S, M) ψ = R†S̃R c = S c.

From left to right, insert L = S̃AεA⁻¹ and S = R†S̃R:

R†S̃(AεA⁻¹)R c = R†S̃(e R c).

The matrix R†S̃ is invertible, because its product with R is S. Cancelling it leaves

(AεA⁻¹)R c = e R c,

and therefore

h ψ = diag(S, M) T (AεA⁻¹)R c = e diag(S, M) ψ.

If c ≠ 0, then ψ ≠ 0, since its upper half is R c. Four-component solutions that don't have the form [a; X a] are not reached by this correspondence.

```lean
/-- Let `S` be positive definite, `M` positive semidefinite, and let `[A; B]` with `A`
invertible solve the four-component equation. Then `c` solves the two-component equation at
energy `e` if and only if `[R c; X R c]` solves the four-component equation at energy `e`. -/
theorem two_component_iff_four_component {h : Matrix (n ⊕ n) (n ⊕ n) ℂ}
    {S M A B : Matrix n n ℂ} {ε : n → ℝ} (hS : S.PosDef) (hM : M.PosSemidef)
    (hA : IsUnit A.det)
    (hD : h * fromRows A B = metric S M * fromRows A B * diagonal (fun i => (ε i : ℂ)))
    (c : n → ℂ) (e : ℂ) :
    let X := B * A⁻¹
    let ψ := diracLift X *ᵥ (liuPengR S (relMetric S M X) *ᵥ c)
    x2cHamiltonian h S M X *ᵥ c = e • (S *ᵥ c) ↔ h *ᵥ ψ = e • (metric S M *ᵥ ψ) := by
  intro X ψ
  obtain ⟨-, hR⟩ := liuPengR_spec hS (relMetric_posDef hS hM X)
  have hI : h * diracLift X = metric S M * diracLift X *
      (A * diagonal (fun i => (ε i : ℂ)) * A⁻¹) := invariant_subspace hA hD
  have hF : x2cHamiltonian h S M X *ᵥ c =
      (liuPengR S (relMetric S M X))ᴴ *ᵥ ((diracLift X)ᴴ *ᵥ (h *ᵥ ψ)) := by
    simp only [x2cHamiltonian, nesc, ψ, Matrix.mulVec_mulVec, Matrix.mul_assoc]
  have hG : S *ᵥ c =
      (liuPengR S (relMetric S M X))ᴴ *ᵥ ((diracLift X)ᴴ *ᵥ (metric S M *ᵥ ψ)) := by
    conv_lhs => rw [← hR, ← lift_metric]
    simp only [ψ, Matrix.mulVec_mulVec, Matrix.mul_assoc]
    simp only [← Matrix.mul_assoc, lift_metric]
  constructor
  · intro h2
    -- R† St is invertible, because R† St R = S is
    have hu : IsUnit ((liuPengR S (relMetric S M X))ᴴ * relMetric S M X).det := by
      rw [isUnit_iff_ne_zero]
      intro h0
      have hd := congrArg Matrix.det hR
      rw [Matrix.det_mul, h0, zero_mul] at hd
      exact hS.det_pos.ne' hd.symm
    have hK : (A * diagonal (fun i => (ε i : ℂ)) * A⁻¹) *ᵥ
        (liuPengR S (relMetric S M X) *ᵥ c) = e • (liuPengR S (relMetric S M X) *ᵥ c) := by
      apply mulVec_cancel hu
      have hN : nesc h X = relMetric S M X * (A * diagonal (fun i => (ε i : ℂ)) * A⁻¹) := by
        rw [← lift_metric, nesc, Matrix.mul_assoc _ h, hI]
        simp only [Matrix.mul_assoc]
      rw [Matrix.mulVec_smul, Matrix.mulVec_mulVec, Matrix.mulVec_mulVec,
        Matrix.mulVec_mulVec, hR, ← h2, x2cHamiltonian, hN]
      simp only [Matrix.mul_assoc]
    change h *ᵥ (diracLift X *ᵥ _) = e • (metric S M *ᵥ (diracLift X *ᵥ _))
    rw [Matrix.mulVec_mulVec, hI, ← Matrix.mulVec_mulVec, hK, Matrix.mulVec_smul,
      ← Matrix.mulVec_mulVec]
  · intro h4
    rw [hF, hG, h4, Matrix.mulVec_smul, Matrix.mulVec_smul]
```

`hF` and `hG` are the two projection identities, and `hK` is the equation left after the cancellation.

## Electronic states, and a more general R

These identities bear on exact two-component calculations for heavy elements, here for one fixed matrix h in a finite basis and with X taken from solutions of that same h. The step left to the user is to choose electronic states for the columns of [A; B]: the hypotheses accept any N solutions with A invertible, including ones of negative energy.

The statement could also have been modelled with an arbitrary R, assuming R†S̃R = S in place of the Liu–Peng formula. The same algebra would then apply to other choices, such as S̃^(-1/2)S^(1/2), but the result would no longer show that the Liu–Peng matrix meets the condition.

## A free particle with energy 5

Take mass 3 and momentum 4 along z, in units where the speed of light is 1, and let S = M = 1. With σ_z the Pauli matrix, A = 2 and B = σ_z, the upper and lower halves of h [A; B] are

3·2 + 4σ_z σ_z = 10 = 5·2,
4σ_z·2 − 3σ_z = 5σ_z.

Both solutions therefore have energy 5. Normalized, they have A = 2/√5 and B = σ_z/√5. The Lean example confirms that the hypotheses are satisfied. Substitution in the definitions then gives X = σ_z/2, S̃ = 5/4, R = 2/√5 and L = 25/4, hence R†L R = 5.

```lean
/-- The free Dirac Hamiltonian with mass 3 and momentum 4 along `z` (with `c = 1`), with unit
metric, has the solutions `A = 2`, `B = σ_z` at energy 5. -/
theorem free_particle_witness :
    let σ : Matrix (Fin 2) (Fin 2) ℂ := !![1, 0; 0, -1]
    let A : Matrix (Fin 2) (Fin 2) ℂ := !![2, 0; 0, 2]
    let h : Matrix (Fin 2 ⊕ Fin 2) (Fin 2 ⊕ Fin 2) ℂ :=
      fromBlocks !![3, 0; 0, 3] !![4, 0; 0, -4] !![4, 0; 0, -4] !![-3, 0; 0, -3]
    h.IsHermitian ∧ (1 : Matrix (Fin 2) (Fin 2) ℂ).PosDef ∧ IsUnit A.det ∧
      h * fromRows A σ =
        metric (1 : Matrix (Fin 2) (Fin 2) ℂ) (1 : Matrix (Fin 2) (Fin 2) ℂ) * fromRows A σ *
          diagonal (fun _ : Fin 2 => ((5 : ℝ) : ℂ)) := by
  intro σ A h
  refine ⟨?_, Matrix.PosDef.one, ?_, ?_⟩
  · refine Matrix.IsHermitian.ext fun i j => ?_
    rcases i with i | i <;> rcases j with j | j <;> fin_cases i <;> fin_cases j <;> simp [h]
  · rw [isUnit_iff_ne_zero]
    simp [A, Matrix.det_fin_two]
  · ext i j
    rcases i with i | i <;> fin_cases i <;> fin_cases j <;>
      simp [h, A, σ, metric, Matrix.mul_apply, Fintype.sum_sum_type, Fin.sum_univ_succ] <;>
      norm_num

end

end LiuPengTwoComponent
```

```lean
#print axioms LiuPengTwoComponent.liuPeng_two_component
#print axioms LiuPengTwoComponent.two_component_iff_four_component
```

```
'LiuPengTwoComponent.liuPeng_two_component' depends on axioms: [propext, Classical.choice, Quot.sound]
'LiuPengTwoComponent.two_component_iff_four_component' depends on axioms: [propext, Classical.choice, Quot.sound]
```
